# With nonzero mass and coupling, the Berry-curvature index of the two-band inversion model is (sign m + sign B)/2

Q: Take a quantum well in which an electron-like and a hole-like subband lie close together. Changing the well width can swap their order at zero in-plane momentum. Before and after the swap I see a gap of the same kind. What number tells the two situations apart, and why should I trust a formal statement about it?

A: With spin, the two subbands give four states. In a simple model of a time-reversal-symmetric well they split into two uncoupled two-band blocks, exchanged by time reversal. Near zero momentum, describe one block by $H=d\cdot\sigma$, leaving out an energy common to both bands, which does not affect the Berry curvature. Here $\sigma$ is the vector of Pauli matrices and
$$d=(Pk_x,\;Pk_y,\;m-Bk^2),\qquad k^2=k_x^2+k_y^2.$$
Here $m$ is half the signed band separation at $k=0$, $B$ sets how it changes with momentum, and $P$ couples the bands. $P$ is not a momentum; many texts call it $A$. If $mB>0$, the third component of $d$ changes sign at $k^2=m/B$, so the band order at the centre is opposite to that at large $k$. The number you want is the integrated Berry curvature. For nonzero $m$, $B$ and $P$ it is nonzero exactly when $mB>0$.

Q: Show me the calculation first.

A: The tangent vectors are $\partial_xd=(P,0,-2Bk_x)$ and $\partial_yd=(0,P,-2Bk_y)$. Their cross product is $(2BPk_x,2BPk_y,P^2)$, so
$$d\cdot(\partial_xd\times\partial_yd)=2BP^2k^2+P^2(m-Bk^2)=P^2(m+Bk^2).$$
Write $M=m-Bk^2$ and $E=|d|=\sqrt{P^2k^2+M^2}$. From here on take $m\ne0$ and $P\ne0$, so that $E>0$ at every momentum. Dividing by $E^3$ and multiplying by the polar Jacobian $k$ gives
$$f(k)=\frac{P^2k(m+Bk^2)}{E^3}.$$
This is the derivative of $g=-M/E$. With $M'=-2Bk$ and $EE'=P^2k+MM'$,
$$g'=\frac{-M'E^2+MEE'}{E^3}=\frac{-M'P^2k^2+MP^2k}{E^3}=f.$$
At $k=0$, $g=-m/|m|=-\operatorname{sign}m$. At large $k$, $g\to B/|B|$ if $B\ne0$, and $g\to0$ if $B=0$; both are $\operatorname{sign}B$.

For convergence, $f$ is continuous, and beyond some momentum $a$ the factor $m+Bk^2$ keeps one sign. Hence $\int_a^R|f|\,dk=|g(R)-g(a)|\le2$ for every $R>a$. Therefore
$$\int_0^\infty f\,dk=\operatorname{sign}m+\operatorname{sign}B.$$
The angle contributes $2\pi$, and division by $4\pi$ leaves half the sum. For nonzero $m$ and $B$ this is $\pm1$ when the signs agree and $0$ when they differ.

Q: Now the formal side. Is the Hamiltonian there, or just a convenient integral?

A: The vector and the Hamiltonian are both defined. Momenta and parameters are real numbers, and Lean's components 0, 1, 2 are the $x$, $y$, $z$ components of $d$.

```lean
import Mathlib

open MeasureTheory Set Filter Matrix
open scoped Topology Real

namespace BandInversion

noncomputable section

/-- The vector `d(k)` of the two-band model: linear coupling `P` in the plane and
mass term `m - B |k|²` along the third axis. -/
def dVec (m B P x y : ℝ) : Fin 3 → ℝ := ![P * x, P * y, m - B * (x ^ 2 + y ^ 2)]

/-- The Bloch Hamiltonian `d(k) · σ`, written out as a two-by-two matrix. -/
def bloch (m B P x y : ℝ) : Matrix (Fin 2) (Fin 2) ℂ :=
  !![(dVec m B P x y 2 : ℂ), dVec m B P x y 0 - Complex.I * dVec m B P x y 1;
     dVec m B P x y 0 + Complex.I * dVec m B P x y 1, -(dVec m B P x y 2 : ℂ)]
```

Q: And the curvature? You could have typed in the simplified answer.

A: It is defined by the triple product, with actual derivatives of $d$.

```lean
/-- The curvature density `d · (∂ₓd × ∂ᵧd) / |d|³`, meant for momenta where `d` is not zero. -/
def curvature (m B P x y : ℝ) : ℝ :=
  dVec m B P x y ⬝ᵥ
    (deriv (fun s => dVec m B P s y) x ⨯₃ deriv (fun s => dVec m B P x s) y) /
    √(dVec m B P x y ⬝ᵥ dVec m B P x y) ^ 3
```

The vector $d$ is not normalised, but the division by $|d|^3$ makes this equal to $\hat d\cdot(\partial_x\hat d\times\partial_y\hat d)$ for $\hat d=d/|d|$, the signed solid angle swept per unit momentum area. Half of it is the lower band's Berry curvature when the connection is $i\langle u|\nabla u\rangle$, with $u$ the band's normalised eigenvector. That identification is the usual two-level result and enters through the definition; no eigenvectors are constructed.

Q: What do the remaining names mean?

A: `energy` is $E$, the upper band energy, so the gap at momentum $k$ is $2E$. `radialFlux` is $f$. `spinZ` is $g$, the expectation value of $\sigma_z$ in the lower band, which is a band pseudospin and need not be electron spin.

```lean
/-- The length of `d` at radial momentum `k`. -/
def energy (m B P k : ℝ) : ℝ := √(P ^ 2 * k ^ 2 + (m - B * k ^ 2) ^ 2)

/-- The radial integrand `P² k (m + B k²) / |d|³`, meant for momenta where `d` is not zero. -/
def radialFlux (m B P k : ℝ) : ℝ := P ^ 2 * k * (m + B * k ^ 2) / energy m B P k ^ 3

/-- Minus the third component of the unit vector `d / |d|`, meant for momenta where `d` is
not zero. -/
def spinZ (m B P k : ℝ) : ℝ := -(m - B * k ^ 2) / energy m B P k
```

The index itself is an iterated integral, over the angle from $-\pi$ to $\pi$ and over $k>0$, with the Jacobian written in.

```lean
/-- The Berry-curvature index: the curvature density integrated over the momentum plane in
polar coordinates, divided by `4π`. -/
def index (m B P : ℝ) : ℝ :=
  1 / (4 * π) * ∫ θ in (-π)..π, ∫ k in Ioi (0 : ℝ),
    k * curvature m B P (k * Real.cos θ) (k * Real.sin θ)
```

Q: So what exactly is claimed?

A: `integral_radialFlux` says that for $m\ne0$, $P\ne0$ and any real $B$, the radial integral is $\operatorname{sign}m+\operatorname{sign}B$, with $\operatorname{sign}0=0$. `index_eq` says that the index is half of that. `index_ne_zero_iff` adds $B\ne0$ and gives the criterion $mB>0$. Physically, $m\ne0$ keeps the gap open at $k=0$, and $P\ne0$ keeps it open everywhere else.

Q: Then let me see the proof. Does anything connect the matrix to $|d|$?

A: Yes, $H^2=|d|^2$, checked entry by entry with $i^2=-1$. Since $H$ is traceless, its energies are $\pm|d|$. The next lemma shows $|d|>0$, treating $k=0$, where $m$ is needed, separately from $k\ne0$, where $P$ is.

```lean
/-- The Bloch Hamiltonian squares to `|d|²` times the identity. -/
theorem bloch_sq (m B P x y : ℝ) :
    bloch m B P x y * bloch m B P x y =
      ((dVec m B P x y ⬝ᵥ dVec m B P x y : ℝ) : ℂ) • (1 : Matrix (Fin 2) (Fin 2) ℂ) := by
  ext i j
  fin_cases i <;> fin_cases j <;>
    simp [bloch, dVec, dotProduct, Fin.sum_univ_three, Matrix.mul_apply, Fin.sum_univ_two] <;>
    ring_nf <;> simp only [Complex.I_sq] <;> ring

/-- For nonzero `m` and `P` the length of `d` is positive at every momentum. -/
theorem energy_pos {m P : ℝ} (hm : m ≠ 0) (hP : P ≠ 0) (B k : ℝ) : 0 < energy m B P k := by
  apply Real.sqrt_pos.2
  by_cases hk : k = 0
  · subst hk
    simpa using (by positivity : 0 < m ^ 2)
  · positivity
```

Q: Where does the triple product become $f$?

A: Here. `hx` and `hy` are the two tangent vectors, `triple` is the product computed above, `len` is $|d|^2$, and `hr` is $\cos^2\theta+\sin^2\theta=1$ multiplied by $k^2$. The angle disappears.

```lean
/-- In polar coordinates the curvature density times the Jacobian `k` is the radial integrand,
whatever the angle. -/
theorem curvature_polar (m B P k θ : ℝ) :
    k * curvature m B P (k * Real.cos θ) (k * Real.sin θ) = radialFlux m B P k := by
  have sq' (x : ℝ) : HasDerivAt (fun s : ℝ => s ^ 2) (2 * x) x := by
    simpa using hasDerivAt_pow 2 x
  have lin (x : ℝ) : HasDerivAt (fun s : ℝ => P * s) P x := by
    simpa using (hasDerivAt_id' x).const_mul P
  -- the two tangent vectors
  have hx (x y : ℝ) : HasDerivAt (fun s => dVec m B P s y) ![P, 0, -(B * (2 * x))] x := by
    refine hasDerivAt_pi.2 fun i => ?_
    fin_cases i
    · exact lin x
    · exact hasDerivAt_const x (P * y)
    · exact (((sq' x).add_const (y ^ 2)).const_mul B).const_sub m
  have hy (x y : ℝ) : HasDerivAt (fun s => dVec m B P x s) ![0, P, -(B * (2 * y))] y := by
    refine hasDerivAt_pi.2 fun i => ?_
    fin_cases i
    · exact hasDerivAt_const y (P * x)
    · exact lin y
    · exact (((sq' y).const_add (x ^ 2)).const_mul B).const_sub m
  have triple (x y : ℝ) : dVec m B P x y ⬝ᵥ
      (![P, 0, -(B * (2 * x))] ⨯₃ ![0, P, -(B * (2 * y))]) =
      P ^ 2 * (m + B * (x ^ 2 + y ^ 2)) := by
    simp [dVec, cross_apply, dotProduct, Fin.sum_univ_three]
    ring
  have len (x y : ℝ) : dVec m B P x y ⬝ᵥ dVec m B P x y =
      P ^ 2 * (x ^ 2 + y ^ 2) + (m - B * (x ^ 2 + y ^ 2)) ^ 2 := by
    simp [dVec, dotProduct, Fin.sum_univ_three]
    ring
  have hr : (k * Real.cos θ) ^ 2 + (k * Real.sin θ) ^ 2 = k ^ 2 := by
    linear_combination k ^ 2 * Real.sin_sq_add_cos_sq θ
  unfold curvature radialFlux energy
  rw [(hx _ _).deriv, (hy _ _).deriv, triple, len, hr]
  ring
```

The antiderivative follows by the quotient rule. `key` collects the result over $E^3$, `hsq` replaces $E^2$, and `ring` performs the cancellation of $M^2M'$.

```lean
/-- For nonzero `m` and `P` the radial integrand is the derivative of `-d_z / |d|`. -/
theorem hasDerivAt_spinZ {m P : ℝ} (hm : m ≠ 0) (hP : P ≠ 0) (B k : ℝ) :
    HasDerivAt (spinZ m B P) (radialFlux m B P k) k := by
  have hpos := energy_pos hm hP B k
  have hR0 := Real.sqrt_pos.1 hpos
  have hsq : energy m B P k ^ 2 = P ^ 2 * k ^ 2 + (m - B * k ^ 2) ^ 2 := Real.sq_sqrt hR0.le
  have h2 : HasDerivAt (fun s : ℝ => s ^ 2) (2 * k) k := by simpa using hasDerivAt_pow 2 k
  have hM : HasDerivAt (fun s : ℝ => m - B * s ^ 2) (-(B * (2 * k))) k :=
    (h2.const_mul B).const_sub m
  have hR : HasDerivAt (fun s : ℝ => P ^ 2 * s ^ 2 + (m - B * s ^ 2) ^ 2)
      (P ^ 2 * (2 * k) + 2 * (m - B * k ^ 2) * (-(B * (2 * k)))) k :=
    ((h2.const_mul (P ^ 2)).fun_add (hM.fun_pow 2)).congr_deriv (by simp)
  have hE : HasDerivAt (energy m B P)
      ((P ^ 2 * (2 * k) + 2 * (m - B * k ^ 2) * (-(B * (2 * k)))) / (2 * energy m B P k)) k :=
    hR.sqrt hR0.ne'
  have key (a b c s : ℝ) (hs : s ≠ 0) :
      (a * s - b * (c / (2 * s))) / s ^ 2 = (a * s ^ 2 - b * c / 2) / s ^ 3 := by
    field_simp
  refine (hM.fun_neg.fun_div hE hpos.ne').congr_deriv ?_
  rw [key _ _ _ _ hpos.ne', hsq]
  unfold radialFlux
  congr 1
  ring
```

Q: And the limit at large momentum?

A: A short lemma identifies $x/\sqrt{x^2}$ with the sign of $x$. For $B\ne0$, the proof substitutes $u=1/k$, which turns $g$ into a function continuous at $u=0$. For $B=0$, $E\ge|P|k$ grows without bound while the numerator stays at $-m$.

```lean
/-- A nonzero number divided by its modulus is its sign. -/
theorem div_sqrt_sq {x : ℝ} (hx : x ≠ 0) : x / √(x ^ 2) = Real.sign x := by
  rw [Real.sqrt_sq_eq_abs]
  rcases lt_or_gt_of_ne hx with h | h
  · rw [abs_of_neg h, Real.sign_of_neg h, div_neg, div_self hx]
  · rw [abs_of_pos h, Real.sign_of_pos h, div_self hx]

/-- For nonzero `P`, `-d_z / |d|` tends to the sign of `B` at large momentum. -/
theorem tendsto_spinZ {P : ℝ} (hP : P ≠ 0) (m B : ℝ) :
    Tendsto (spinZ m B P) atTop (𝓝 (Real.sign B)) := by
  by_cases hB : B = 0
  · -- without the quadratic term the linear coupling dominates
    subst hB
    have hE : Tendsto (energy m 0 P) atTop atTop := by
      refine tendsto_atTop_mono (f := fun k => |P| * k) (fun k => ?_)
        (tendsto_id.const_mul_atTop (abs_pos.2 hP))
      refine (le_abs_self _).trans (Real.abs_le_sqrt ?_)
      rw [mul_pow, sq_abs]
      exact le_add_of_nonneg_right (sq_nonneg _)
    rw [Real.sign_zero]
    exact (hE.const_div_atTop (-m)).congr fun k => by simp [spinZ]
  · -- in the variable u = 1/k the function is continuous at u = 0
    have hc : ContinuousAt (fun u : ℝ =>
        (B - m * u ^ 2) / √(P ^ 2 * u ^ 2 + (B - m * u ^ 2) ^ 2)) 0 := by
      refine ContinuousAt.div (by fun_prop) (by fun_prop) (Real.sqrt_pos.2 ?_).ne'
      simpa using (by positivity : 0 < B ^ 2)
    have h := hc.tendsto.comp tendsto_inv_atTop_zero
    have h0 : (B - m * (0 : ℝ) ^ 2) / √(P ^ 2 * (0 : ℝ) ^ 2 + (B - m * (0 : ℝ) ^ 2) ^ 2) =
        Real.sign B := by
      rw [← div_sqrt_sq hB]
      norm_num
    rw [h0] at h
    refine h.congr' ?_
    filter_upwards [eventually_gt_atTop (0 : ℝ)] with k hk
    have hR : P ^ 2 * k ^ 2 + (m - B * k ^ 2) ^ 2 =
        (k ^ 2) ^ 2 * (P ^ 2 * k⁻¹ ^ 2 + (B - m * k⁻¹ ^ 2) ^ 2) := by
      field_simp
      ring
    have hN : -(m - B * k ^ 2) = k ^ 2 * (B - m * k⁻¹ ^ 2) := by
      field_simp
      ring
    simp only [Function.comp_apply, spinZ, energy]
    rw [hR, hN, Real.sqrt_mul (sq_nonneg _), Real.sqrt_sq (sq_nonneg k),
      mul_div_mul_left _ _ (pow_pos hk 2).ne']
```

Q: My main worry is the case $mB<0$. Lean assigns zero to an integral that doesn't converge, and zero is the value you claim.

A: That is why integrability is a theorem of its own. `hsign` finds the momentum $a$: it is $|m|/|B|+1$ for $B\ne0$ and $0$ for $B=0$. Continuity handles the interval up to $a$; beyond it, a derivative of constant sign whose antiderivative has a limit is integrable.

```lean
/-- For nonzero `m` and `P` the radial integrand is integrable over all `k > 0`. -/
theorem integrableOn_radialFlux {m P : ℝ} (hm : m ≠ 0) (hP : P ≠ 0) (B : ℝ) :
    IntegrableOn (radialFlux m B P) (Ioi 0) := by
  -- beyond some momentum the integrand keeps its sign
  have hsign : ∃ a : ℝ, 0 ≤ a ∧
      ((∀ k > a, 0 ≤ m + B * k ^ 2) ∨ (∀ k > a, m + B * k ^ 2 ≤ 0)) := by
    have hq (k : ℝ) : 0 ≤ k ^ 2 - k + 1 := by nlinarith [sq_nonneg (k - 1 / 2)]
    rcases lt_trichotomy B 0 with hB | hB | hB
    · have hB' : 0 < -B := neg_pos.2 hB
      refine ⟨|m| / (-B) + 1, by positivity, Or.inr fun k hk => ?_⟩
      have h1 : |m| / (-B) < k - 1 := by linarith
      rw [div_lt_iff₀ hB'] at h1
      nlinarith [le_abs_self m, mul_nonneg hB'.le (hq k)]
    · subst hB
      refine ⟨0, le_rfl, ?_⟩
      rcases le_total 0 m with h | h
      · exact Or.inl fun k _ => by linarith
      · exact Or.inr fun k _ => by linarith
    · refine ⟨|m| / B + 1, by positivity, Or.inl fun k hk => ?_⟩
      have h1 : |m| / B < k - 1 := by linarith
      rw [div_lt_iff₀ hB] at h1
      nlinarith [neg_abs_le m, mul_nonneg hB.le (hq k)]
  obtain ⟨a, ha, hs⟩ := hsign
  have hcont : Continuous (radialFlux m B P) := by
    have hE : Continuous (energy m B P) := by unfold energy; fun_prop
    exact Continuous.div (by fun_prop) (hE.pow 3)
      fun k => (pow_pos (energy_pos hm hP B k) 3).ne'
  rw [← Ioc_union_Ioi_eq_Ioi ha]
  refine hcont.integrableOn_Ioc.union ?_
  have hd : ∀ k ∈ Ici a, HasDerivAt (spinZ m B P) (radialFlux m B P k) k :=
    fun k _ => hasDerivAt_spinZ hm hP B k
  have hpre (k : ℝ) (hk : k ∈ Ioi a) : 0 ≤ P ^ 2 * k :=
    mul_nonneg (sq_nonneg P) (ha.trans (le_of_lt hk))
  have hden (k : ℝ) : 0 ≤ energy m B P k ^ 3 := (pow_pos (energy_pos hm hP B k) 3).le
  rcases hs with hs | hs
  · exact integrableOn_Ioi_deriv_of_nonneg' hd
      (fun k hk => div_nonneg (mul_nonneg (hpre k hk) (hs k hk)) (hden k))
      (tendsto_spinZ hP m B)
  · exact integrableOn_Ioi_deriv_of_nonpos' hd
      (fun k hk => div_nonpos_of_nonpos_of_nonneg
        (mul_nonpos_of_nonneg_of_nonpos (hpre k hk) (hs k hk)) (hden k))
      (tendsto_spinZ hP m B)
```

The fundamental theorem of calculus on the half-line then gives the value, with `h0` supplying $g(0)$.

```lean
/-- For nonzero `m` and `P` the radial integral equals `sign m + sign B`. -/
theorem integral_radialFlux {m P : ℝ} (hm : m ≠ 0) (hP : P ≠ 0) (B : ℝ) :
    ∫ k in Ioi (0 : ℝ), radialFlux m B P k = Real.sign m + Real.sign B := by
  rw [integral_Ioi_of_hasDerivAt_of_tendsto' (fun k _ => hasDerivAt_spinZ hm hP B k)
    (integrableOn_radialFlux hm hP B) (tendsto_spinZ hP m B)]
  have h0 : spinZ m B P 0 = -Real.sign m := by
    rw [← div_sqrt_sq hm, ← neg_div]
    norm_num [spinZ, energy]
  rw [h0]
  ring
```

The angular integral of a constant gives the index, and four sign cases give the criterion.

```lean
/-- For nonzero `m` and `P` the Berry-curvature index is `(sign m + sign B) / 2`. -/
theorem index_eq {m P : ℝ} (hm : m ≠ 0) (hP : P ≠ 0) (B : ℝ) :
    index m B P = (Real.sign m + Real.sign B) / 2 := by
  unfold index
  simp only [curvature_polar, integral_radialFlux hm hP, intervalIntegral.integral_const,
    smul_eq_mul]
  have hπ := Real.pi_ne_zero
  field_simp
  ring

/-- For nonzero `m`, `B` and `P` the index is nonzero exactly when `m B > 0`. -/
theorem index_ne_zero_iff {m B P : ℝ} (hm : m ≠ 0) (hB : B ≠ 0) (hP : P ≠ 0) :
    index m B P ≠ 0 ↔ 0 < m * B := by
  rw [index_eq hm hP]
  rcases lt_or_gt_of_ne hm with h | h <;> rcases lt_or_gt_of_ne hB with h' | h'
  · rw [Real.sign_of_neg h, Real.sign_of_neg h']
    exact iff_of_true (by norm_num) (mul_pos_of_neg_of_neg h h')
  · rw [Real.sign_of_neg h, Real.sign_of_pos h']
    exact iff_of_false (by norm_num) (not_lt_of_ge (mul_neg_of_neg_of_pos h h').le)
  · rw [Real.sign_of_pos h, Real.sign_of_neg h']
    exact iff_of_false (by norm_num) (not_lt_of_ge (mul_neg_of_pos_of_neg h h').le)
  · rw [Real.sign_of_pos h, Real.sign_of_pos h']
    exact iff_of_true (by norm_num) (mul_pos h h')

end

end BandInversion
```

```lean
#print axioms BandInversion.bloch_sq
-- 'BandInversion.bloch_sq' depends on axioms: [propext, Classical.choice, Quot.sound]
#print axioms BandInversion.index_eq
-- 'BandInversion.index_eq' depends on axioms: [propext, Classical.choice, Quot.sound]
#print axioms BandInversion.index_ne_zero_iff
-- 'BandInversion.index_ne_zero_iff' depends on axioms: [propext, Classical.choice, Quot.sound]
```

Q: What happens at $B=0$?

A: That is the plain massive Dirac cone. The radial integral is $\operatorname{sign}m$ and the index is $\pm\tfrac12$. So the criterion needs $B\ne0$: with $m=P=1$ and $B=0$ the index is $\tfrac12$, although $mB=0$.

Q: And if the coupling vanishes?

A: Take $P=0$ and $m=B=1$. The bands touch on the circle $k=1$, and $f$ is zero everywhere else, so the radial integral is $0$, while the sign formula would give $2$. For $mB>0$, then, the formula requires $P\ne0$.

Q: How far does this carry over to my quantum well?

A: For non-interacting electrons at zero temperature, with the chemical potential in the gap, the index gives the Hall conductance of this one two-band continuum model in units of $e^2/h$, up to a sign convention. The step left to you is from the model to the crystal: the quadratic expansion holds near $k=0$, whereas the integral runs over the whole momentum plane instead of a Brillouin zone. In a time-reversal-symmetric well, the partner block contributes the opposite Hall conductance.
